# A spin eigenstate of $J_z$ with eigenvalue $m$, rotated to polar angles $(\theta,\phi)$, has curvature $m\sin\theta$

Let $J_x,J_y,J_z$ be Hermitian matrices with $[J_x,J_y]=iJ_z$ and its cyclic permutations, and let $v$ be a unit vector with $J_zv=mv$. The state $u(\theta,\phi)=e^{-i\phi J_z}e^{-i\theta J_y}v$ then satisfies $2\,\mathrm{Im}\langle\partial_\theta u,\partial_\phi u\rangle=m\sin\theta$ at all real angles, and this curvature integrates to $4\pi m$ over the sphere.

```lean
import Mathlib

open Matrix
open Complex (I)

namespace SpinMonopole

noncomputable section

variable {n : Type*} [Fintype n] [DecidableEq n]

/-- Hermitian matrices `Jx, Jy, Jz` that obey the angular momentum relations
`[Jx, Jy] = i Jz` and cyclic permutations. -/
structure IsSpin (Jx Jy Jz : Matrix n n ℂ) : Prop where
  hx : Jx.IsHermitian
  hy : Jy.IsHermitian
  hz : Jz.IsHermitian
  xy : Jx * Jy - Jy * Jx = I • Jz
  yz : Jy * Jz - Jz * Jy = I • Jx
  zx : Jz * Jx - Jx * Jz = I • Jy

/-- The rotation `exp(-i t A)` generated by the matrix `A`. -/
def rot (A : Matrix n n ℂ) (t : ℝ) : Matrix n n ℂ :=
  NormedSpace.exp (t • (-(I • A)))

/-- The rotated state `exp(-i φ Jz) exp(-i θ Jy) v`. -/
def state (Jy Jz : Matrix n n ℂ) (v : n → ℂ) (θ φ : ℝ) : n → ℂ :=
  rot Jz φ *ᵥ (rot Jy θ *ᵥ v)

/-- The curvature `2 Im ⟨∂θ u, ∂φ u⟩` of a differentiable two-parameter family of vectors. -/
def curvature (u : ℝ → ℝ → n → ℂ) (θ φ : ℝ) : ℝ :=
  2 * (star (deriv (fun t => u t φ) θ) ⬝ᵥ deriv (fun p => u θ p) φ).im

/-- The monopole Hamiltonian `n · J` for the unit vector `n` with polar angles `θ, φ`. -/
def hamiltonian (Jx Jy Jz : Matrix n n ℂ) (θ φ : ℝ) : Matrix n n ℂ :=
  ((Real.sin θ : ℂ) * (Real.cos φ : ℂ)) • Jx + ((Real.sin θ : ℂ) * (Real.sin φ : ℂ)) • Jy
    + (Real.cos θ : ℂ) • Jz

/-- The rotations generated by `-A` and `A` through the same angle undo each other. -/
theorem rot_neg_mul (A : Matrix n n ℂ) (t : ℝ) : rot (-A) t * rot A t = 1 := by
  have h : t • (-(I • (-A))) = -(t • (-(I • A))) := by simp
  have hc : Commute (-(t • (-(I • A)))) (t • (-(I • A))) :=
    (Commute.refl (t • (-(I • A)))).neg_left
  unfold rot
  rw [h, ← Matrix.exp_add_of_commute _ _ hc, neg_add_cancel, NormedSpace.exp_zero]

/-- A rotation with Hermitian generator preserves inner products. -/
theorem rot_inner {A : Matrix n n ℂ} (hA : A.IsHermitian) (t : ℝ) (v w : n → ℂ) :
    star (rot A t *ᵥ v) ⬝ᵥ (rot A t *ᵥ w) = star v ⬝ᵥ w := by
  have h : (rot A t)ᴴ = rot (-A) t := by
    unfold rot
    rw [← Matrix.exp_conjTranspose]
    congr 1
    simp [Matrix.conjTranspose_smul, hA.eq]
  rw [Matrix.star_mulVec, ← Matrix.dotProduct_mulVec, Matrix.mulVec_mulVec, h,
    rot_neg_mul, Matrix.one_mulVec]

section Derivatives

attribute [local instance] Matrix.linftyOpNormedRing Matrix.linftyOpNormedAlgebra

/-- If `[A, B] = i C` and `[C, A] = i B`, then moving `B` through the rotation `exp(-i t A)`
turns it into `cos t B - sin t C`. -/
theorem mul_rot {A B C : Matrix n n ℂ} (h1 : A * B - B * A = I • C)
    (h2 : C * A - A * C = I • B) (t : ℝ) :
    B * rot A t = rot A t * ((Real.cos t : ℂ) • B - (Real.sin t : ℂ) • C) := by
  have e1 : (I • A) * B = B * (I • A) - C := by
    have h : (I • A) * B - B * (I • A) = I • (A * B - B * A) := by
      rw [smul_mul_assoc, mul_smul_comm, smul_sub]
    rw [h1, smul_smul, Complex.I_mul_I, neg_one_smul] at h
    rw [sub_eq_iff_eq_add.mp h]; abel
  have e2 : (I • A) * C = C * (I • A) + B := by
    have h : C * (I • A) - (I • A) * C = I • (C * A - A * C) := by
      rw [smul_mul_assoc, mul_smul_comm, smul_sub]
    rw [h2, smul_smul, Complex.I_mul_I, neg_one_smul] at h
    rw [sub_eq_iff_eq_add.mp h]; abel
  -- the back-rotated right-hand side does not depend on the angle
  have hF : ∀ s : ℝ, HasDerivAt (fun s : ℝ => rot A s *
      ((Real.cos s : ℂ) • B - (Real.sin s : ℂ) • C) * rot (-A) s) 0 s := by
    intro s
    have hR : HasDerivAt (rot A) (rot A s * (-(I • A))) s :=
      hasDerivAt_exp_smul_const (-(I • A)) s
    have hS : HasDerivAt (rot (-A)) (-(I • (-A)) * rot (-A) s) s :=
      hasDerivAt_exp_smul_const' (-(I • (-A))) s
    have hM : HasDerivAt (fun s : ℝ => (Real.cos s : ℂ) • B - (Real.sin s : ℂ) • C)
        (((-Real.sin s : ℝ) : ℂ) • B - (Real.cos s : ℂ) • C) s :=
      ((Real.hasDerivAt_cos s).ofReal_comp.smul_const B).fun_sub
        ((Real.hasDerivAt_sin s).ofReal_comp.smul_const C)
    refine ((hR.fun_mul hM).fun_mul hS).congr_deriv ?_
    have key : -(I • A) * ((Real.cos s : ℂ) • B - (Real.sin s : ℂ) • C)
        + (((-Real.sin s : ℝ) : ℂ) • B - (Real.cos s : ℂ) • C)
        + ((Real.cos s : ℂ) • B - (Real.sin s : ℂ) • C) * (I • A) = 0 := by
      generalize I • A = Y at e1 e2 ⊢
      simp only [mul_sub, sub_mul, neg_mul, mul_smul_comm, smul_mul_assoc, e1, e2,
        Complex.ofReal_neg]
      module
    rw [smul_neg, neg_neg]
    calc _ = rot A s * (-(I • A) * ((Real.cos s : ℂ) • B - (Real.sin s : ℂ) • C)
        + (((-Real.sin s : ℝ) : ℂ) • B - (Real.cos s : ℂ) • C)
        + ((Real.cos s : ℂ) • B - (Real.sin s : ℂ) • C) * (I • A)) * rot (-A) s := by
          simp only [mul_add, add_mul, mul_assoc]
      _ = 0 := by rw [key, mul_zero, zero_mul]
  have hc := is_const_of_deriv_eq_zero (fun s => (hF s).differentiableAt)
    (fun s => (hF s).deriv) t 0
  have h0 : ∀ X : Matrix n n ℂ, rot X 0 = 1 := fun X => by
    unfold rot
    rw [zero_smul, NormedSpace.exp_zero]
  simp only [h0, Real.cos_zero, Real.sin_zero, Complex.ofReal_one, Complex.ofReal_zero,
    one_smul, zero_smul, sub_zero, one_mul, mul_one] at hc
  calc B * rot A t = _ * rot A t := by rw [← hc]
    _ = _ := by rw [mul_assoc, rot_neg_mul, mul_one]

/-- The derivative of `P exp(-i t A) v` with respect to the angle `t` is
`P exp(-i t A) (-i A) v`. -/
theorem hasDerivAt_rot (P A : Matrix n n ℂ) (v : n → ℂ) (t : ℝ) :
    HasDerivAt (fun s => P *ᵥ (rot A s *ᵥ v)) (P *ᵥ (rot A t *ᵥ (-(I • A) *ᵥ v))) t := by
  let L : Matrix n n ℂ →ₗ[ℝ] (n → ℂ) :=
    { toFun := fun M => P *ᵥ (M *ᵥ v)
      map_add' := fun M N => by rw [Matrix.add_mulVec, Matrix.mulVec_add]
      map_smul' := fun c M => by
        rw [Matrix.smul_mulVec, Matrix.mulVec_smul, RingHom.id_apply] }
  have hR : HasDerivAt (rot A) (rot A t * (-(I • A))) t :=
    hasDerivAt_exp_smul_const (-(I • A)) t
  have h := L.toContinuousLinearMap.hasFDerivAt.comp_hasDerivAt t hR
  rw [Matrix.mulVec_mulVec v (rot A t)]
  exact h

end Derivatives

/-- If `Jx, Jy, Jz` satisfy `IsSpin` and `Jz v = m v` with `m` real, then the rotated state `u`
satisfies `(n · J) u = m u`. -/
theorem hamiltonian_state {Jx Jy Jz : Matrix n n ℂ} (h : IsSpin Jx Jy Jz) {v : n → ℂ} {m : ℝ}
    (hv : Jz *ᵥ v = (m : ℂ) • v) (θ φ : ℝ) :
    hamiltonian Jx Jy Jz θ φ *ᵥ state Jy Jz v θ φ = (m : ℂ) • state Jy Jz v θ φ := by
  have trig : ∀ t : ℝ, (Real.sin t : ℂ) ^ 2 + (Real.cos t : ℂ) ^ 2 = 1 := fun t => by
    exact_mod_cast Real.sin_sq_add_cos_sq t
  -- the partner of `mul_rot` for the other transverse component
  have partner : ∀ {A B C : Matrix n n ℂ}, A * B - B * A = I • C → C * A - A * C = I • B →
      ∀ t : ℝ, C * rot A t = rot A t * ((Real.cos t : ℂ) • C + (Real.sin t : ℂ) • B) := by
    intro A B C h1 h2 t
    have h3 := mul_rot (A := A) (B := C) (C := -B)
      (by rw [smul_neg, ← h2]; abel) (by rw [← h1]; noncomm_ring) t
    rwa [smul_neg, sub_neg_eq_add] at h3
  have hzz : Jz * rot Jz φ = rot Jz φ * Jz :=
    ((((Commute.refl Jz).smul_right I).neg_right).smul_right φ).exp_right
  -- undo the azimuthal rotation, then the polar one
  have hA : hamiltonian Jx Jy Jz θ φ * rot Jz φ
      = rot Jz φ * ((Real.sin θ : ℂ) • Jx + (Real.cos θ : ℂ) • Jz) := by
    simp only [hamiltonian, add_mul, smul_mul_assoc, mul_rot h.zx h.yz, partner h.zx h.yz,
      hzz, mul_add, mul_sub, mul_smul_comm]
    linear_combination (norm := module)
      ((Real.sin θ : ℂ) * trig φ) • (rot Jz φ * Jx)
  have hB : ((Real.sin θ : ℂ) • Jx + (Real.cos θ : ℂ) • Jz) * rot Jy θ = rot Jy θ * Jz := by
    simp only [add_mul, smul_mul_assoc, mul_rot h.yz h.xy, partner h.yz h.xy,
      mul_add, mul_sub, mul_smul_comm]
    linear_combination (norm := module) (trig θ) • (rot Jy θ * Jz)
  unfold state
  rw [Matrix.mulVec_mulVec, hA, ← Matrix.mulVec_mulVec, Matrix.mulVec_mulVec v, hB,
    ← Matrix.mulVec_mulVec, hv, Matrix.mulVec_smul, Matrix.mulVec_smul]

/-- If `Jx, Jy, Jz` satisfy `IsSpin` and `v` is a unit vector with `Jz v = m v`, `m` real, then the
curvature of the rotated state `exp(-i φ Jz) exp(-i θ Jy) v` is `m sin θ`. -/
theorem curvature_state {Jx Jy Jz : Matrix n n ℂ} (h : IsSpin Jx Jy Jz) {v : n → ℂ} {m : ℝ}
    (hv : Jz *ᵥ v = (m : ℂ) • v) (h1 : star v ⬝ᵥ v = 1) (θ φ : ℝ) :
    curvature (state Jy Jz v) θ φ = m * Real.sin θ := by
  have swap : ∀ {A : Matrix n n ℂ}, A.IsHermitian → ∀ x y : n → ℂ,
      star (A *ᵥ x) ⬝ᵥ y = star x ⬝ᵥ (A *ᵥ y) := fun hA x y => by
    rw [Matrix.star_mulVec, hA.eq, Matrix.dotProduct_mulVec]
  have dθ : deriv (fun t => state Jy Jz v t φ) θ
      = rot Jz φ *ᵥ (rot Jy θ *ᵥ (-(I • Jy) *ᵥ v)) := (hasDerivAt_rot _ _ _ _).deriv
  have dφ : deriv (fun p => state Jy Jz v θ p) φ
      = rot Jz φ *ᵥ (-(I • Jz) *ᵥ (rot Jy θ *ᵥ v)) := by
    have h2 := hasDerivAt_rot 1 Jz (rot Jy θ *ᵥ v) φ
    simp only [Matrix.one_mulVec] at h2
    exact h2.deriv
  -- move `Jz` through the polar rotation
  have hmove : -(I • Jz) *ᵥ (rot Jy θ *ᵥ v) = rot Jy θ *ᵥ
      (-(I • ((Real.cos θ : ℂ) • Jz - (Real.sin θ : ℂ) • Jx)) *ᵥ v) := by
    rw [Matrix.mulVec_mulVec, Matrix.mulVec_mulVec, neg_mul, smul_mul_assoc,
      mul_rot h.yz h.xy, mul_neg, mul_smul_comm]
  have key : star (-(I • Jy) *ᵥ v) ⬝ᵥ
      (-(I • ((Real.cos θ : ℂ) • Jz - (Real.sin θ : ℂ) • Jx)) *ᵥ v)
      = ((Real.cos θ * m : ℝ) : ℂ) * (star (Jy *ᵥ v) ⬝ᵥ v)
        - (Real.sin θ : ℂ) * (star (Jy *ᵥ v) ⬝ᵥ (Jx *ᵥ v)) := by
    simp only [Matrix.neg_mulVec, Matrix.smul_mulVec, Matrix.sub_mulVec, hv, star_neg,
      star_smul, neg_dotProduct, dotProduct_neg, smul_dotProduct, dotProduct_smul,
      dotProduct_sub, smul_eq_mul, Complex.star_def, Complex.conj_I,
      Complex.ofReal_mul]
    linear_combination (-((Real.cos θ : ℂ) * m * (star (Jy *ᵥ v) ⬝ᵥ v)
      - (Real.sin θ : ℂ) * (star (Jy *ᵥ v) ⬝ᵥ (Jx *ᵥ v)))) * Complex.I_mul_I
  -- the mean of `Jy` is real, and the commutator fixes the remaining imaginary part
  have hb : (star (Jy *ᵥ v) ⬝ᵥ v).im = -(star (Jy *ᵥ v) ⬝ᵥ v).im :=
    congrArg Complex.im ((Matrix.star_dotProduct (Jy *ᵥ v) v).trans
      (congrArg star (swap h.hy v v).symm))
  have hb0 : (star (Jy *ᵥ v) ⬝ᵥ v).im = 0 := by linarith
  have ha : star (star (Jy *ᵥ v) ⬝ᵥ (Jx *ᵥ v)) - star (Jy *ᵥ v) ⬝ᵥ (Jx *ᵥ v) = I * m := by
    rw [← Matrix.star_dotProduct, swap h.hx, swap h.hy, ← dotProduct_sub,
      Matrix.mulVec_mulVec, Matrix.mulVec_mulVec, ← Matrix.sub_mulVec, h.xy,
      Matrix.smul_mulVec, hv, dotProduct_smul, dotProduct_smul, h1]
    simp
  have ha' : -(star (Jy *ᵥ v) ⬝ᵥ (Jx *ᵥ v)).im - (star (Jy *ᵥ v) ⬝ᵥ (Jx *ᵥ v)).im
      = (I * (m : ℂ)).im := congrArg Complex.im ha
  have hm : (I * (m : ℂ)).im = m := by simp
  rw [hm] at ha'
  unfold curvature
  rw [dθ, dφ, rot_inner h.hz, hmove, rot_inner h.hy, key, Complex.sub_im,
    Complex.im_ofReal_mul, Complex.im_ofReal_mul, hb0]
  linear_combination Real.sin θ * ha'

/-- If `Jx, Jy, Jz` satisfy `IsSpin` and `v` is a unit vector with `Jz v = m v`, `m` real, then the
curvature of the rotated state integrates to `4 π m` over the sphere of angles. -/
theorem total_flux {Jx Jy Jz : Matrix n n ℂ} (h : IsSpin Jx Jy Jz) {v : n → ℂ} {m : ℝ}
    (hv : Jz *ᵥ v = (m : ℂ) • v) (h1 : star v ⬝ᵥ v = 1) :
    ∫ θ in (0 : ℝ)..Real.pi, ∫ φ in (0 : ℝ)..(2 * Real.pi), curvature (state Jy Jz v) θ φ
      = 4 * Real.pi * m := by
  simp only [curvature_state h hv h1, intervalIntegral.integral_const, smul_eq_mul, sub_zero,
    intervalIntegral.integral_const_mul, integral_sin, Real.cos_zero, Real.cos_pi]
  ring

/-- Half the Pauli matrices obey the spin relations, and `(1, 0)` is a unit vector with
`Jz v = v / 2`. -/
theorem isSpin_witness :
    IsSpin !![0, 1 / 2; 1 / 2, 0] !![0, -I / 2; I / 2, 0] !![1 / 2, 0; 0, -1 / 2] ∧
    !![1 / 2, 0; 0, -1 / 2] *ᵥ ![(1 : ℂ), 0] = (((1 / 2 : ℝ)) : ℂ) • ![(1 : ℂ), 0] ∧
    star ![(1 : ℂ), 0] ⬝ᵥ ![(1 : ℂ), 0] = 1 := by
  refine ⟨⟨?_, ?_, ?_, ?_, ?_, ?_⟩, ?_, ?_⟩
  iterate 3
    · ext i j
      fin_cases i <;> fin_cases j <;> simp [Matrix.conjTranspose_apply]
  iterate 3
    · ext i j
      fin_cases i <;> fin_cases j <;>
        simp [Complex.ext_iff] <;> norm_num
  · ext i
    fin_cases i <;> simp [Matrix.mulVec, dotProduct, Fin.sum_univ_succ]
  · simp [dotProduct, Fin.sum_univ_succ]

end

end SpinMonopole
```

```lean
#print axioms SpinMonopole.hamiltonian_state
#print axioms SpinMonopole.curvature_state
#print axioms SpinMonopole.total_flux
```

```
'SpinMonopole.hamiltonian_state' depends on axioms: [propext, Classical.choice, Quot.sound]
'SpinMonopole.curvature_state' depends on axioms: [propext, Classical.choice, Quot.sound]
'SpinMonopole.total_flux' depends on axioms: [propext, Classical.choice, Quot.sound]
```

## A spin that follows a direction

Take a spin whose Hamiltonian is its component along a unit vector $\mathbf n=(\sin\theta\cos\phi,\sin\theta\sin\phi,\cos\theta)$. As $\mathbf n$ moves over the sphere, an eigenstate turns with it, and the curvature is, up to a sign convention stated below, the geometric phase per unit area in the $(\theta,\phi)$ plane. Per unit solid angle the curvature is the constant $m$, which is the field of a monopole at the centre of the sphere.

The same algebra describes an isotropic linear band crossing of non-interacting electrons, with Hamiltonian $\mathbf k\cdot\mathbf J$ for the momentum $\mathbf k$ measured from the crossing. The eigenstates depend only on the direction of $\mathbf k$, so $4\pi m$ is the flux through a sphere around it. That a given material has such a Hamiltonian near its crossing is a physical input which the hypotheses do not supply.

## Matrices, states and signs

`IsSpin Jx Jy Jz` collects Hermiticity and the three commutators, in units with $\hbar=1$. The matrices have any finite size, labelled by the index type `n`, which is unrelated to the direction $\mathbf n$. They need not be irreducible, so $m$ may be a degenerate eigenvalue; the theorem then concerns the single state grown from the chosen $v$, and not the matrix-valued curvature of the whole eigenspace.

`rot A t` is the matrix exponential $e^{-itA}$, and `state Jy Jz v θ φ` is $u(\theta,\phi)$. The expression `star x ⬝ᵥ y` is $\langle x,y\rangle$, conjugate-linear in the first slot. The hypotheses `hv` and `h1` say that $J_zv=mv$ with $m$ real, and that $\langle v,v\rangle=1$.

`curvature` is $2\,\mathrm{Im}\langle\partial_\theta u,\partial_\phi u\rangle$. With the common choice $A_\mu=i\langle u,\partial_\mu u\rangle$ for the Berry connection, the Berry curvature $\partial_\theta A_\phi-\partial_\phi A_\theta$ has the opposite sign.

The main theorem is `curvature_state`. Beside it, `hamiltonian_state` gives $(\mathbf n\cdot\mathbf J)u=mu$, and `total_flux` gives the integral over $0\le\theta\le\pi$, $0\le\phi\le2\pi$. Finally, `isSpin_witness` checks that half the Pauli matrices and $v=(1,0)$ satisfy all the hypotheses with $m=1/2$, for which the flux is $2\pi$.

## Moving a spin component through a rotation

Suppose $[A,B]=iC$ and $[C,A]=iB$. Write $R(t)=e^{-itA}$ and $M(t)=\cos t\,B-\sin t\,C$. The claim of `mul_rot` is $B\,R(t)=R(t)M(t)$. Consider $F(t)=R(t)M(t)R(t)^{-1}$. Its derivative is

$$F'=R\,\bigl(-i[A,M]+M'\bigr)R^{-1}.$$

Since $[A,C]=-iB$,

$$-i[A,M]=-i\,(i\cos t\,C+i\sin t\,B)=\cos t\,C+\sin t\,B,$$

while $M'=-\sin t\,B-\cos t\,C$. The sum vanishes, so $F(t)=F(0)=B$, and multiplication by $R(t)$ from the right gives the claim.

In Lean, `rot (-A) t` plays the part of $R(t)^{-1}$, as `rot_neg_mul` justifies. The identities `e1` and `e2` are the two commutators, `key` is the cancellation, and `hF` records that the derivative is zero.

## The curvature

Differentiating the exponentials gives

$$\partial_\theta u=e^{-i\phi J_z}e^{-i\theta J_y}(-iJ_y)v,\qquad
\partial_\phi u=e^{-i\phi J_z}(-iJ_z)e^{-i\theta J_y}v.$$

`hasDerivAt_rot` proves that these derivatives exist, by composing the derivative of the matrix exponential with a linear map from matrices to vectors. The results enter the main proof as `dθ` and `dφ`.

With $A=J_y$, $B=J_z$, $C=J_x$, the rule above turns the second derivative into

$$\partial_\phi u=e^{-i\phi J_z}e^{-i\theta J_y}(-i)(\cos\theta\,J_z-\sin\theta\,J_x)v,$$

which is `hmove`. Both derivatives now carry the same two rotations. These are unitary because their generators are Hermitian, so `rot_inner` removes them from the inner product. The factors $-i$ contribute $\overline{(-i)}(-i)=1$, and $J_zv=mv$ leaves

$$\langle\partial_\theta u,\partial_\phi u\rangle
=m\cos\theta\,\langle J_yv,v\rangle-\sin\theta\,\langle J_yv,J_xv\rangle .$$

This is the `key` of `curvature_state`. The first inner product is the mean of a Hermitian matrix, hence real (`hb0`). For the second, put $z=\langle J_yv,J_xv\rangle=\langle v,J_yJ_xv\rangle$. Then $\bar z=\langle v,J_xJ_yv\rangle$, and

$$\bar z-z=\langle v,[J_x,J_y]v\rangle=i\langle v,J_zv\rangle=im .$$

This is `ha`. Its imaginary part reads $-2\,\mathrm{Im}\,z=m$, so

$$2\,\mathrm{Im}\langle\partial_\theta u,\partial_\phi u\rangle=-2\sin\theta\,\mathrm{Im}\,z=m\sin\theta .$$

## The eigenvalue equation and the flux

Apply the rule to the azimuthal rotation $R_z=e^{-i\phi J_z}$:

$$J_xR_z=R_z(\cos\phi\,J_x-\sin\phi\,J_y),\qquad
J_yR_z=R_z(\cos\phi\,J_y+\sin\phi\,J_x).$$

The second relation is the rule with $C$ and $-B$ in place of $B$ and $C$, called `partner` in the proof. As $J_z$ commutes with $R_z$, the $J_y$ terms cancel in the combination $\mathbf n\cdot\mathbf J$, and $\cos^2\phi+\sin^2\phi=1$ gives

$$(\mathbf n\cdot\mathbf J)R_z=R_z(\sin\theta\,J_x+\cos\theta\,J_z).$$

This is `hA`. For the polar rotation $R_y=e^{-i\theta J_y}$ the same rule yields

$$\begin{aligned}
(\sin\theta\,J_x+\cos\theta\,J_z)R_y
&=R_y\bigl[\sin\theta(\cos\theta\,J_x+\sin\theta\,J_z)\\
&\qquad+\cos\theta(\cos\theta\,J_z-\sin\theta\,J_x)\bigr]=R_yJ_z,
\end{aligned}$$

which is `hB`. Acting on $v$, the two relations give $(\mathbf n\cdot\mathbf J)u=R_zR_yJ_zv=mu$.

For the flux, `total_flux` inserts the curvature and integrates:

$$\int_0^{\pi}\!\int_0^{2\pi}m\sin\theta\,d\phi\,d\theta=2\pi m\,(\cos0-\cos\pi)=4\pi m .$$
